# When linear continuity conditions on a pseudo wavefunction are compatible with a prescribed norm

## Definitions and conventions

A pseudo wavefunction is expanded in finitely many functions that are orthonormal inside the core radius, with real coefficients $x$. The index types `m`, `n` and `k` label continuity conditions, basis functions and free coordinates.

```lean
import Mathlib

open Matrix

namespace ONCVConstraints

noncomputable section

variable {m n k : Type*} [Fintype m] [DecidableEq m] [Fintype n]
  [Fintype k] [DecidableEq k]
```

Since the basis is orthonormal, the squared norm inside the core is $|x|^2=x\cdot x$, written `sqNorm x`.

```lean
/-- The squared norm of a real coefficient vector in an orthonormal basis. -/
def sqNorm {ι : Type*} [Fintype ι] (x : ι → ℝ) : ℝ := x ⬝ᵥ x
```

Row $i$ of $C$ holds the values, or a radial derivative, of the basis functions at the core radius. The vector $d$ holds the all-electron data to be matched, and $s$ is the squared norm of the all-electron wavefunction inside the core. `IsPseudo C d s x` says that $x$ meets both constraints.

```lean
/-- The coefficients `x` satisfy the linear continuity conditions `C x = d` and
have the prescribed squared norm `s`. -/
def IsPseudo (C : Matrix m n ℝ) (d : m → ℝ) (s : ℝ) (x : n → ℝ) : Prop :=
  C *ᵥ x = d ∧ sqNorm x = s
```

`leastNorm C d` is $x_0=C^T(CC^T)^{-1}d$; part (a) deals with the inverse.

```lean
/-- The vector `x₀ = Cᵀ (C Cᵀ)⁻¹ d`, for continuity conditions `C` with linearly
independent rows. -/
def leastNorm (C : Matrix m n ℝ) (d : m → ℝ) : n → ℝ :=
  Cᵀ *ᵥ ((C * Cᵀ)⁻¹ *ᵥ d)
```

`IsKernelFrame C N` says that the columns of $N$ are orthonormal and span $\ker C$.

```lean
/-- The columns of `N` are orthonormal and span the kernel of `C`. -/
structure IsKernelFrame (C : Matrix m n ℝ) (N : Matrix n k ℝ) : Prop where
  orthonormal : Nᵀ * N = 1
  spans : ∀ x, C *ᵥ x = 0 ↔ ∃ y, N *ᵥ y = x
```

The model treats one wavefunction at a time. The conditions on overlaps between different pseudo wavefunctions, which arise when several projectors are used, and the optimisation of the residual kinetic energy, are not included.

## (a) The Gram matrix

Let the rows of $C$ be linearly independent (`hC`, assumed in every part except (d) and (i)). Show that
$$\det(CC^T)\neq 0.$$

**Solution.** Otherwise $CC^Tv=0$ for some $v\neq0$. Then $|C^Tv|^2=v\cdot CC^Tv=0$, so $\sum_i v_iC_{ij}=0$ for every $j$. Independence gives $v=0$, a contradiction. In Lean, `h1` is the vanishing norm and `h2` the vanishing combination of rows.

```lean
variable {C : Matrix m n ℝ} {N : Matrix n k ℝ} {d : m → ℝ} {s : ℝ}

/-- For linearly independent continuity conditions the Gram matrix `C Cᵀ` has
nonzero determinant. -/
theorem gram_det_ne_zero (hC : LinearIndependent ℝ (fun i => C i)) :
    (C * Cᵀ).det ≠ 0 := by
  intro h
  obtain ⟨v, hv, h0⟩ := Matrix.exists_mulVec_eq_zero_iff.mpr h
  -- a null vector of the Gram matrix gives the coefficients of a vanishing combination of the rows
  have h1 : (Cᵀ *ᵥ v) ⬝ᵥ (Cᵀ *ᵥ v) = 0 := by
    rw [Matrix.dotProduct_mulVec, Matrix.vecMul_transpose, Matrix.mulVec_mulVec, h0,
      zero_dotProduct]
  have h2 : Cᵀ *ᵥ v = 0 := dotProduct_self_eq_zero.mp h1
  apply hv
  funext i
  refine Fintype.linearIndependent_iff.mp hC v ?_ i
  funext j
  have h3 := congrFun h2 j
  simpa [Matrix.mulVec, dotProduct, Finset.sum_apply, mul_comm] using h3
```

## (b) A vector that meets the continuity conditions

Show that
$$Cx_0=d.$$

**Solution.** $Cx_0=(CC^T)(CC^T)^{-1}d=d$, where (a) permits the cancellation.

Without independent rows this can fail: if both rows of $C$ are $(1,0)$ and $d=(0,1)$, no $x$ satisfies $Cx=d$.

```lean
/-- The vector `x₀` satisfies the continuity conditions. -/
theorem mulVec_leastNorm (hC : LinearIndependent ℝ (fun i => C i)) (d : m → ℝ) :
    C *ᵥ leastNorm C d = d := by
  unfold leastNorm
  rw [Matrix.mulVec_mulVec, Matrix.mulVec_mulVec,
    Matrix.mul_nonsing_inv _ (isUnit_iff_ne_zero.mpr (gram_det_ne_zero hC)),
    Matrix.one_mulVec]
```

## (c) Splitting the norm

For $Cx=d$, show that
$$|x|^2=|x_0|^2+|x-x_0|^2.$$

**Solution.** Put $z=x-x_0$ and $w=(CC^T)^{-1}d$. By (b), $Cz=0$, so $z\cdot x_0=z\cdot C^Tw=(Cz)\cdot w=0$. Expanding $|x_0+z|^2$ gives the claim. These two facts are `hz` and `ho`; `linarith` does the expansion's bookkeeping.

```lean
/-- The squared norm of any vector obeying the continuity conditions is that of `x₀`
plus that of its deviation from `x₀`. -/
theorem sqNorm_split (hC : LinearIndependent ℝ (fun i => C i)) {x : n → ℝ}
    (hx : C *ᵥ x = d) :
    sqNorm x = sqNorm (leastNorm C d) + sqNorm (x - leastNorm C d) := by
  have hz : C *ᵥ (x - leastNorm C d) = 0 := by
    rw [Matrix.mulVec_sub, hx, mulVec_leastNorm hC, sub_self]
  -- the deviation lies in the kernel, hence is orthogonal to `x₀`
  have ho : (x - leastNorm C d) ⬝ᵥ leastNorm C d = 0 := by
    generalize x - leastNorm C d = z at hz
    unfold leastNorm
    rw [Matrix.dotProduct_mulVec, Matrix.vecMul_transpose, hz, zero_dotProduct]
  have hc := dotProduct_comm x (leastNorm C d)
  simp only [sqNorm, sub_dotProduct, dotProduct_sub] at ho ⊢
  linarith
```

## (d) Norm in kernel coordinates

Show that
$$|Ny|^2=|y|^2.$$

**Solution.** $|Ny|^2=y\cdot N^TNy=y\cdot y$. Only the field `orthonormal` is used.

```lean
omit [Fintype m] [DecidableEq m] in
/-- Kernel coordinates `y` and the vector `N y` have the same squared norm. -/
theorem sqNorm_frame (hN : IsKernelFrame C N) (y : k → ℝ) :
    sqNorm (N *ᵥ y) = sqNorm y := by
  unfold sqNorm
  rw [Matrix.dotProduct_mulVec, ← Matrix.mulVec_transpose, Matrix.mulVec_mulVec,
    hN.orthonormal, Matrix.one_mulVec]
```

## (e) All solutions

Show that
$$\{x: Cx=d,\ |x|^2=s\}=\{x_0+Ny: |y|^2=s-|x_0|^2\},$$
and that each solution has only one $y$.

**Solution.** If $x$ meets both constraints, then $x-x_0\in\ker C$, so $x-x_0=Ny$ for some $y$, and (c) and (d) give $s=|x_0|^2+|y|^2$. Conversely, $C(x_0+Ny)=d$, and the same identity gives the squared norm $s$. If $Ny=Ny'$, multiplying by $N^T$ gives $y=y'$.

Lean states the right-hand side as an image (`''`) and uniqueness as `Function.Injective`. The two inclusions are the two `rintro` branches.

In code, $N$ can be taken from the last columns of the orthogonal factor in a full QR factorisation of $C^T$. An optimiser then varies $y$ at fixed length, and both constraints stay satisfied.

```lean
/-- The vectors satisfying the continuity and norm constraints are exactly `x₀ + N y`
with `|y|² = s - |x₀|²`, and different `y` give different vectors. -/
theorem solution_set (hC : LinearIndependent ℝ (fun i => C i))
    (hN : IsKernelFrame C N) (d : m → ℝ) (s : ℝ) :
    {x | IsPseudo C d s x} =
      (fun y => leastNorm C d + N *ᵥ y) '' {y | sqNorm y = s - sqNorm (leastNorm C d)} ∧
    Function.Injective (fun y => leastNorm C d + N *ᵥ y) := by
  constructor
  · ext x
    constructor
    · rintro ⟨hx, hs⟩
      have hz : C *ᵥ (x - leastNorm C d) = 0 := by
        rw [Matrix.mulVec_sub, hx, mulVec_leastNorm hC, sub_self]
      obtain ⟨y, hy⟩ := (hN.spans _).mp hz
      refine ⟨y, ?_, ?_⟩
      · have h := sqNorm_split hC hx
        rw [← hy, sqNorm_frame hN, hs] at h
        show sqNorm y = s - sqNorm (leastNorm C d)
        linarith
      · show leastNorm C d + N *ᵥ y = x
        rw [hy]
        abel
    · rintro ⟨y, hy, rfl⟩
      have hy' : sqNorm y = s - sqNorm (leastNorm C d) := hy
      have hx : C *ᵥ (leastNorm C d + N *ᵥ y) = d := by
        rw [Matrix.mulVec_add, mulVec_leastNorm hC, (hN.spans _).mpr ⟨y, rfl⟩, add_zero]
      refine ⟨hx, ?_⟩
      have h := sqNorm_split hC hx
      rw [add_sub_cancel_left, sqNorm_frame hN] at h
      show sqNorm (leastNorm C d + N *ᵥ y) = s
      linarith
  · intro y y' h
    have h1 : N *ᵥ y = N *ᵥ y' := add_left_cancel h
    -- the transpose of `N` recovers the coordinates
    have h2 := congrArg (fun v => Nᵀ *ᵥ v) h1
    simpa only [Matrix.mulVec_mulVec, hN.orthonormal, Matrix.one_mulVec] using h2
```

## (f) Compatibility

Suppose $Cz=0$ for some $z\neq0$. Show that
$$\exists x:\ Cx=d,\ |x|^2=s\quad\Longleftrightarrow\quad |x_0|^2\le s.$$

**Solution.** Necessity follows from (c), as $|x-x_0|^2\ge0$. For sufficiency take $x=x_0+tz$ with $t^2=(s-|x_0|^2)/|z|^2$; then (c) gives $|x|^2=|x_0|^2+t^2|z|^2=s$. The Lean proof makes the same choice of `t` and needs no frame $N$.

For a single pseudo wavefunction in a finite basis, a program can therefore test the sign of $s-|x_0|^2$ before optimising. If it is negative, no coefficients in that basis will do.

```lean
/-- If the continuity conditions leave a free direction, they are compatible with the
norm constraint exactly when `s ≥ |x₀|²`. -/
theorem compatible_iff (hC : LinearIndependent ℝ (fun i => C i))
    (hker : ∃ z, z ≠ 0 ∧ C *ᵥ z = 0) (d : m → ℝ) (s : ℝ) :
    (∃ x, IsPseudo C d s x) ↔ sqNorm (leastNorm C d) ≤ s := by
  have nonneg : ∀ v : n → ℝ, 0 ≤ sqNorm v := fun v =>
    Finset.sum_nonneg fun i _ => mul_self_nonneg (v i)
  constructor
  · rintro ⟨x, hx, hs⟩
    have h := sqNorm_split hC hx
    have h' := nonneg (x - leastNorm C d)
    linarith
  · intro hs
    obtain ⟨z, hz, hCz⟩ := hker
    have hb : sqNorm z ≠ 0 := fun h => hz (dotProduct_self_eq_zero.mp h)
    -- move along the free direction until the missing norm is supplied
    let t := Real.sqrt ((s - sqNorm (leastNorm C d)) / sqNorm z)
    have ht : t * t = (s - sqNorm (leastNorm C d)) / sqNorm z :=
      Real.mul_self_sqrt (div_nonneg (sub_nonneg.mpr hs) (nonneg z))
    have hx : C *ᵥ (leastNorm C d + t • z) = d := by
      rw [Matrix.mulVec_add, mulVec_leastNorm hC, Matrix.mulVec_smul, hCz, smul_zero,
        add_zero]
    refine ⟨leastNorm C d + t • z, hx, ?_⟩
    have h1 : sqNorm (t • z) = t * t * sqNorm z := by
      simp only [sqNorm, smul_dotProduct, dotProduct_smul, smul_eq_mul]
      ring
    rw [sqNorm_split hC hx, add_sub_cancel_left, h1, ht, div_mul_cancel₀ _ hb]
    ring
```

## (g) The threshold

Show that at $s=|x_0|^2$ both constraints hold only for
$$x=x_0.$$

**Solution.** By (c), $|x-x_0|^2=0$. Conversely, $x_0$ qualifies by (b).

```lean
/-- At the threshold `s = |x₀|²` the only vector satisfying both constraints is `x₀`. -/
theorem threshold_unique (hC : LinearIndependent ℝ (fun i => C i)) (x : n → ℝ) :
    IsPseudo C d (sqNorm (leastNorm C d)) x ↔ x = leastNorm C d := by
  constructor
  · rintro ⟨hx, hs⟩
    have h := sqNorm_split hC hx
    have h0 : sqNorm (x - leastNorm C d) = 0 := by linarith
    exact sub_eq_zero.mp (dotProduct_self_eq_zero.mp h0)
  · rintro rfl
    exact ⟨mulVec_leastNorm hC d, rfl⟩
```

## (h) No free direction

Let $\ker C=\{0\}$. Show that the constraints are compatible exactly when
$$s=|x_0|^2.$$

**Solution.** Any solution has $x-x_0\in\ker C$, so $x=x_0$; conversely, $x_0$ is a solution for this $s$.

The kernel hypothesis in (f) therefore matters: for $C=(1)$, $d=1/2$, $s=1/2$ we have $|x_0|^2=1/4\le s$, yet the only vector with $Cx=d$ is $x=1/2$, with squared norm $1/4$.

```lean
/-- If the continuity conditions leave no free direction, they are compatible with the
norm constraint only for the single value `s = |x₀|²`. -/
theorem compatible_iff_of_trivial_kernel (hC : LinearIndependent ℝ (fun i => C i))
    (hker : ∀ z, C *ᵥ z = 0 → z = 0) :
    (∃ x, IsPseudo C d s x) ↔ s = sqNorm (leastNorm C d) := by
  constructor
  · rintro ⟨x, hx, hs⟩
    have hz : x - leastNorm C d = 0 := hker _ (by
      rw [Matrix.mulVec_sub, hx, mulVec_leastNorm hC, sub_self])
    rw [← hs, sub_eq_zero.mp hz]
  · intro h
    exact ⟨leastNorm C d, mulVec_leastNorm hC d, h.symm⟩
```

## (i) One condition, two basis functions

For $C=(3\;\;4)$ and $N=(4/5,\,-3/5)^T$, show that the row is independent and that
$$N^TN=1,\qquad \ker C=\{Ny\},\qquad C\,(4,-3)^T=0.$$

**Solution.** A single nonzero row is independent. Next, $16/25+9/25=1$ and $12-12=0$. The kernel is one-dimensional, so it consists of the vectors $c\,(4,-3)^T=N(5c)$. Lean finds the coordinate as $y=N^Tx$.

Evaluating $x_0=\tfrac{d}{25}(3,4)^T$ by hand turns the condition in (f) into $s\ge d^2/25$.

```lean
/-- The single condition `3 x₁ + 4 x₂ = d` has an independent row, the kernel frame
`(4/5, -3/5)` and the nonzero kernel vector `(4, -3)`. -/
theorem constraints_witness :
    LinearIndependent ℝ (fun i => (!![3, 4] : Matrix (Fin 1) (Fin 2) ℝ) i) ∧
    IsKernelFrame (!![3, 4] : Matrix (Fin 1) (Fin 2) ℝ)
      (!![4 / 5; -3 / 5] : Matrix (Fin 2) (Fin 1) ℝ) ∧
    (![4, -3] : Fin 2 → ℝ) ≠ 0 ∧
    (!![3, 4] : Matrix (Fin 1) (Fin 2) ℝ) *ᵥ ![4, -3] = 0 := by
  refine ⟨?_, ⟨?_, ?_⟩, ?_, ?_⟩
  · rw [Fintype.linearIndependent_iff]
    intro g hg i
    have h := congrFun hg 0
    fin_cases i
    simpa using h
  · ext i j
    fin_cases i
    fin_cases j
    norm_num [Matrix.mul_apply, Fin.sum_univ_succ]
  · intro x
    constructor
    · intro h
      have h0 : 3 * x 0 + 4 * x 1 = 0 := by
        simpa [Matrix.mulVec, dotProduct, Fin.sum_univ_succ] using congrFun h 0
      refine ⟨![4 / 5 * x 0 - 3 / 5 * x 1], ?_⟩
      ext i
      fin_cases i <;> simp [Matrix.mulVec, dotProduct] <;> linarith
    · rintro ⟨y, rfl⟩
      ext i
      fin_cases i
      simp [Matrix.mulVec, dotProduct, Fin.sum_univ_succ]
      ring
  · intro h
    have h0 := congrFun h 0
    norm_num at h0
  · ext i
    fin_cases i
    norm_num [Matrix.mulVec, dotProduct, Fin.sum_univ_succ]

end

end ONCVConstraints
```

```lean
#print axioms ONCVConstraints.solution_set
#print axioms ONCVConstraints.compatible_iff
#print axioms ONCVConstraints.threshold_unique
#print axioms ONCVConstraints.compatible_iff_of_trivial_kernel
```

```
'ONCVConstraints.solution_set' depends on axioms: [propext, Classical.choice, Quot.sound]
'ONCVConstraints.compatible_iff' depends on axioms: [propext, Classical.choice, Quot.sound]
'ONCVConstraints.threshold_unique' depends on axioms: [propext, Classical.choice, Quot.sound]
'ONCVConstraints.compatible_iff_of_trivial_kernel' depends on axioms: [propext, Classical.choice, Quot.sound]
```
